# Two energies and a spin stiffness fix the Vosko–Wilk–Nusair interpolation within a quartic family

Let \(z\) be the spin polarisation and let

\[
f(z)=\frac{(1+z)^{4/3}+(1-z)^{4/3}-2}{2^{4/3}-2},\qquad
\kappa=f''(0)=\frac{4}{9(2^{1/3}-1)}\approx 1.710 .
\]

For real numbers \(e_0,e_1,a\), the Vosko–Wilk–Nusair form

\[
e_{\rm VWN}(z)=e_0+\frac{a}{\kappa}f(z)(1-z^4)+(e_1-e_0)f(z)z^4
\]

equals \(e_0\) at \(z=0\) and \(e_1\) at \(z=\pm1\), and its second derivative at \(z=0\) is \(a\). Among the functions \(c+f(z)(A+Bz^4)\) with real \(c,A,B\), it is the only one that fits these data. The von Barth–Hedin form \(e_{\rm vBH}(z)=e_0+(e_1-e_0)f(z)\) has curvature \((e_1-e_0)\kappa\) at \(z=0\), and the two forms agree on \([-1,1]\) exactly when \(a=(e_1-e_0)\kappa\).

## Energy against polarisation at fixed density

In a collinear spin-density functional, \(z=(n_\uparrow-n_\downarrow)/(n_\uparrow+n_\downarrow)\), where \(n_\uparrow\) and \(n_\downarrow\) are the two spin densities. In the Vosko–Wilk–Nusair interpolation, \(e_0\) and \(e_1\) are the correlation energies per electron of the unpolarised and the fully polarised uniform gas. The spin stiffness \(a\) is the second derivative of the correlation energy per electron with respect to \(z\), taken at \(z=0\).

The function \(f\) describes the polarisation dependence of the uniform gas's exchange energy. The von Barth–Hedin form uses it alone, so the end energies already determine the stiffness. The Vosko–Wilk–Nusair form takes the stiffness as a separate input. For local spin-density calculations, this gives three conditions against which an implementation of the interpolation can be checked, at one fixed density and for collinear spins.

## What the Lean statements say

All parameters are real numbers, with no assumption on their signs or order. The definitions `f`, `kappa`, `quarticForm`, `vwn` and `vbh` are the expressions above, with `kappa` defined as the explicit number; `f_curvature` shows that this number is the curvature of `f` at zero.

`HasCurvatureAt F c x` says that `F` has a derivative `g` throughout a neighbourhood of `x`, and that `g` has derivative `c` at `x`. The condition is stronger than an equation for `deriv (deriv F) x`, since Lean's `deriv` returns zero where no derivative exists.

- `vwn_spec` gives the values at \(0,1,-1\) and the curvature \(a\).
- `vwn_unique` says that a family member has the values \(e_0\) at \(0\) and \(e_1\) at \(1\), and curvature \(a\) at \(0\), if and only if it equals `vwn e0 e1 a` as a function.
- `vbh_spec` gives the von Barth–Hedin values at \(0\) and \(1\), and its curvature at \(0\).
- `vwn_eq_vbh_iff` compares the two forms on the physical interval \([-1,1]\).

The functions are defined on the whole real line, though only \([-1,1]\) has physical meaning. The density dependence of \(e_0,e_1,a\), including the fitted parametrisation that also carries the name Vosko–Wilk–Nusair, does not enter. Nor do the theorems say how accurately either form describes the electron gas.

## The curvature of \(f\)

Write \(D=2^{4/3}-2=2(2^{1/3}-1)>0\). Direct substitution gives \(f(0)=0\) and \(f(\pm1)=(2^{4/3}-2)/D=1\). Differentiating once,

\[
f'(z)=\frac{4}{3D}\left[(1+z)^{1/3}-(1-z)^{1/3}\right],
\]

and once more, for \(|z|<1\),

\[
f''(z)=\frac{4}{9D}\left[(1+z)^{-2/3}+(1-z)^{-2/3}\right].
\]

Hence \(f''(0)=8/(9D)=4/(9(2^{1/3}-1))=\kappa\).

## Matching the three data

For \(G(z)=c+f(z)(A+Bz^4)\), the product rule gives

\[
G'(z)=f'(z)(A+Bz^4)+4Bz^3f(z),
\]
\[
G''(z)=f''(z)(A+Bz^4)+8Bz^3f'(z)+12Bz^2f(z).
\]

Every term with \(B\) vanishes at zero, so

\[
G(0)=c,\qquad G(\pm1)=c+A+B,\qquad G''(0)=A\kappa .
\]

Requiring \(G(0)=e_0\), \(G''(0)=a\) and \(G(1)=e_1\) fixes, in turn,

\[
c=e_0,\qquad A=\frac a\kappa,\qquad B=e_1-e_0-\frac a\kappa .
\]

Inserting these and collecting the terms with \(a\) gives \(e_{\rm VWN}\). This proves both that the form fits the data and that it is unique in the family.

The factor one half in the Taylor expansion needs care. If the energy at small polarisation is given as \(e_0+sz^2\), the stiffness to insert is \(a=2s\); inserting \(s\) halves the curvature.

Without the curvature condition, uniqueness fails. For \(e_0=e_1=0\), both the zero function and \(f(z)(1-z^4)\) belong to the family and vanish at \(0\) and \(\pm1\), but they differ for \(0<|z|<1\). Their curvatures at zero are \(0\) and \(\kappa\).

## When the two forms coincide

The von Barth–Hedin form is the family member with \(c=e_0\), \(A=e_1-e_0\), \(B=0\), so its curvature is \((e_1-e_0)\kappa\). If the two forms agree on \([-1,1]\), they agree near zero and have equal second derivatives there, which gives \(a=(e_1-e_0)\kappa\). Conversely, this value of \(a\) gives \(a/\kappa=e_1-e_0\), and

\[
e_{\rm VWN}(z)=e_0+(e_1-e_0)f(z)\left[(1-z^4)+z^4\right]=e_{\rm vBH}(z).
\]

## The complete Lean file

```lean
import Mathlib

open Filter Topology

noncomputable section

namespace SpinInterpolation

/-- `F` has curvature `c` at `x`: it is differentiable near `x`, and its derivative is
differentiable at `x`, with second derivative `c` there. -/
def HasCurvatureAt (F : ℝ → ℝ) (c x : ℝ) : Prop :=
  ∃ g : ℝ → ℝ, (∀ᶠ z in 𝓝 x, HasDerivAt F (g z) z) ∧ HasDerivAt g c x

/-- The spin-polarisation function `f(z)` of the exchange energy, for `z` in `[-1, 1]`. -/
def f (z : ℝ) : ℝ :=
  ((1 + z) ^ (4 / 3 : ℝ) + (1 - z) ^ (4 / 3 : ℝ) - 2) / ((2 : ℝ) ^ (4 / 3 : ℝ) - 2)

/-- The number `4 / (9 (2^(1/3) - 1))`. -/
def kappa : ℝ := 4 / (9 * ((2 : ℝ) ^ (1 / 3 : ℝ) - 1))

/-- The family `c + f(z) (A + B z^4)` of energies per electron at polarisation `z`. -/
def quarticForm (c A B z : ℝ) : ℝ := c + f z * (A + B * z ^ 4)

/-- The Vosko–Wilk–Nusair form with unpolarised energy `e0`, polarised energy `e1` and
spin stiffness `a`. -/
def vwn (e0 e1 a z : ℝ) : ℝ :=
  e0 + a * f z * (1 - z ^ 4) / kappa + (e1 - e0) * f z * z ^ 4

/-- The von Barth–Hedin form, which interpolates between `e0` and `e1` with `f` alone. -/
def vbh (e0 e1 z : ℝ) : ℝ := e0 + (e1 - e0) * f z

/-- A curvature in the sense of `HasCurvatureAt` is the ordinary second derivative. -/
theorem HasCurvatureAt.deriv_deriv {F : ℝ → ℝ} {c x : ℝ} (h : HasCurvatureAt F c x) :
    deriv (deriv F) x = c := by
  obtain ⟨g, hg, hg'⟩ := h
  have e : deriv F =ᶠ[𝓝 x] g := hg.mono fun z hz => hz.deriv
  exact e.deriv_eq.trans hg'.deriv

/-- If `F` has curvature `k` at zero polarisation, then `c + F(z) (A + B z^4)` has
curvature `A k` there. -/
theorem HasCurvatureAt.mul_quartic {F : ℝ → ℝ} {k : ℝ} (h : HasCurvatureAt F k 0)
    (c A B : ℝ) : HasCurvatureAt (fun z => c + F z * (A + B * z ^ 4)) (A * k) 0 := by
  obtain ⟨g, hg, hg'⟩ := h
  have hp : ∀ z : ℝ, HasDerivAt (fun y : ℝ => A + B * y ^ 4) (4 * B * z ^ 3) z := fun z =>
    (((hasDerivAt_pow 4 z).const_mul B).const_add A).congr_deriv (by norm_num; ring)
  have hq : HasDerivAt (fun y : ℝ => 4 * B * y ^ 3) 0 0 :=
    ((hasDerivAt_pow 3 (0 : ℝ)).const_mul (4 * B)).congr_deriv (by norm_num)
  have hF : HasDerivAt F (g 0) 0 := hg.self_of_nhds
  refine ⟨fun z => g z * (A + B * z ^ 4) + F z * (4 * B * z ^ 3), ?_, ?_⟩
  · filter_upwards [hg] with z hz
    exact (hz.fun_mul (hp z)).const_add c
  · -- every term that contains `B` vanishes at zero
    exact ((hg'.fun_mul (hp 0)).fun_add (hF.fun_mul hq)).congr_deriv (by ring)

/-- The numbers `2^(1/3) - 1` and `kappa` are positive, and the denominator of `f` is
`2 (2^(1/3) - 1)`. -/
theorem constants : 0 < (2 : ℝ) ^ (1 / 3 : ℝ) - 1 ∧ 0 < kappa ∧
    (2 : ℝ) ^ (4 / 3 : ℝ) - 2 = 2 * ((2 : ℝ) ^ (1 / 3 : ℝ) - 1) := by
  have hr : 0 < (2 : ℝ) ^ (1 / 3 : ℝ) - 1 :=
    sub_pos.mpr (Real.one_lt_rpow (by norm_num) (by norm_num))
  refine ⟨hr, ?_, ?_⟩
  · unfold kappa
    positivity
  · rw [show (4 / 3 : ℝ) = 1 + 1 / 3 by norm_num, Real.rpow_add (by norm_num), Real.rpow_one]
    ring

/-- The curvature of `f` at zero polarisation is `4 / (9 (2^(1/3) - 1))`. -/
theorem f_curvature : HasCurvatureAt f kappa 0 := by
  have hadd : ∀ z : ℝ, HasDerivAt (fun y : ℝ => 1 + y) 1 z := fun z =>
    (hasDerivAt_id' z).const_add 1
  have hsub : ∀ z : ℝ, HasDerivAt (fun y : ℝ => 1 - y) (-1) z := fun z =>
    (hasDerivAt_id' z).const_sub 1
  have h43 : (4 / 3 : ℝ) - 1 = 1 / 3 := by norm_num
  refine ⟨fun z => (4 / 3 * (1 + z) ^ (1 / 3 : ℝ) + -(4 / 3 * (1 - z) ^ (1 / 3 : ℝ))) /
    ((2 : ℝ) ^ (4 / 3 : ℝ) - 2), Eventually.of_forall fun z => ?_, ?_⟩
  · -- first derivative
    have h1 : HasDerivAt (fun y : ℝ => (1 + y) ^ (4 / 3 : ℝ))
        (4 / 3 * (1 + z) ^ (1 / 3 : ℝ)) z :=
      ((hadd z).rpow_const (Or.inr (by norm_num))).congr_deriv (by simp only [h43]; ring)
    have h2 : HasDerivAt (fun y : ℝ => (1 - y) ^ (4 / 3 : ℝ))
        (-(4 / 3 * (1 - z) ^ (1 / 3 : ℝ))) z :=
      ((hsub z).rpow_const (Or.inr (by norm_num))).congr_deriv (by simp only [h43]; ring)
    exact ((h1.fun_add h2).sub_const 2).div_const _
  · -- second derivative at zero
    have h1 : HasDerivAt (fun y : ℝ => (1 + y) ^ (1 / 3 : ℝ)) (1 / 3) 0 :=
      ((hadd 0).rpow_const (Or.inl (by norm_num))).congr_deriv (by norm_num)
    have h2 : HasDerivAt (fun y : ℝ => (1 - y) ^ (1 / 3 : ℝ)) (-(1 / 3)) 0 :=
      ((hsub 0).rpow_const (Or.inl (by norm_num))).congr_deriv (by norm_num)
    refine (((h1.const_mul (4 / 3)).fun_add (h2.const_mul (4 / 3)).fun_neg).div_const
      _).congr_deriv ?_
    obtain ⟨hr, -, hD⟩ := constants
    rw [hD, kappa, div_eq_div_iff (by positivity) (by positivity)]
    ring

/-- Each member of the family equals `c` without polarisation and `c + A + B` at full
polarisation of either sign. -/
theorem quarticForm_values (c A B : ℝ) : quarticForm c A B 0 = c ∧
    quarticForm c A B 1 = c + A + B ∧ quarticForm c A B (-1) = c + A + B := by
  have hD : (2 : ℝ) ^ (4 / 3 : ℝ) - 2 ≠ 0 := by
    obtain ⟨hr, -, h⟩ := constants
    rw [h]
    positivity
  have hz : (0 : ℝ) ^ (4 / 3 : ℝ) = 0 := Real.zero_rpow (by norm_num)
  have f0 : f 0 = 0 := by
    unfold f
    rw [add_zero, sub_zero, Real.one_rpow]
    norm_num
  have f1 : f 1 = 1 := by
    unfold f
    rw [show (1 : ℝ) + 1 = 2 by norm_num, sub_self, hz, add_zero, div_self hD]
  have f2 : f (-1) = 1 := by
    unfold f
    rw [show (1 : ℝ) + -1 = 0 by norm_num, show (1 : ℝ) - -1 = 2 by norm_num, hz,
      zero_add, div_self hD]
  refine ⟨?_, ?_, ?_⟩
  · rw [quarticForm, f0]; ring
  · rw [quarticForm, f1]; ring
  · rw [quarticForm, f2]; ring

/-- The Vosko–Wilk–Nusair form is the member of the family with `c = e0`, `A = a / kappa` and
`B = e1 - e0 - a / kappa`. -/
theorem vwn_eq (e0 e1 a : ℝ) :
    vwn e0 e1 a = quarticForm e0 (a / kappa) (e1 - e0 - a / kappa) := by
  funext z
  unfold vwn quarticForm
  ring

/-- The Vosko–Wilk–Nusair form equals `e0` at `z = 0` and `e1` at `z = 1` and `z = -1`, and
its curvature at `z = 0` is the spin stiffness `a`. -/
theorem vwn_spec (e0 e1 a : ℝ) : vwn e0 e1 a 0 = e0 ∧ vwn e0 e1 a 1 = e1 ∧
    vwn e0 e1 a (-1) = e1 ∧ HasCurvatureAt (vwn e0 e1 a) a 0 := by
  rw [vwn_eq]
  obtain ⟨h0, h1, h2⟩ := quarticForm_values e0 (a / kappa) (e1 - e0 - a / kappa)
  refine ⟨h0, h1.trans (by ring), h2.trans (by ring), ?_⟩
  have h := f_curvature.mul_quartic e0 (a / kappa) (e1 - e0 - a / kappa)
  rw [div_mul_cancel₀ a constants.2.1.ne'] at h
  exact h

/-- Within the family `c + f(z) (A + B z^4)`, the Vosko–Wilk–Nusair form is the only one with
value `e0` at `z = 0`, value `e1` at `z = 1` and curvature `a` at `z = 0`. -/
theorem vwn_unique (e0 e1 a c A B : ℝ) :
    (quarticForm c A B 0 = e0 ∧ quarticForm c A B 1 = e1 ∧
      HasCurvatureAt (quarticForm c A B) a 0) ↔ quarticForm c A B = vwn e0 e1 a := by
  constructor
  · rintro ⟨h0, h1, h2⟩
    obtain ⟨v0, v1, -⟩ := quarticForm_values c A B
    have hc : c = e0 := v0.symm.trans h0
    -- the curvature fixes `A`, the polarised energy then fixes `B`
    have hk : A * kappa = a :=
      (f_curvature.mul_quartic c A B).deriv_deriv.symm.trans h2.deriv_deriv
    have hA : A = a / kappa := (eq_div_iff constants.2.1.ne').mpr hk
    have hB : B = e1 - e0 - a / kappa := by linarith
    rw [vwn_eq, hc, hB, hA]
  · intro h
    rw [h]
    obtain ⟨h0, h1, -, h2⟩ := vwn_spec e0 e1 a
    exact ⟨h0, h1, h2⟩

/-- The von Barth–Hedin form equals `e0` at `z = 0` and `e1` at `z = 1`, and its curvature at
`z = 0` is `(e1 - e0) f''(0)`. -/
theorem vbh_spec (e0 e1 : ℝ) : vbh e0 e1 0 = e0 ∧ vbh e0 e1 1 = e1 ∧
    HasCurvatureAt (vbh e0 e1) ((e1 - e0) * kappa) 0 := by
  have e : vbh e0 e1 = quarticForm e0 (e1 - e0) 0 := by
    funext z
    unfold vbh quarticForm
    ring
  rw [e]
  obtain ⟨h0, h1, -⟩ := quarticForm_values e0 (e1 - e0) 0
  exact ⟨h0, h1.trans (by ring), f_curvature.mul_quartic e0 (e1 - e0) 0⟩

/-- The two forms agree at all polarisations in `[-1, 1]` exactly when the spin stiffness is
`a = (e1 - e0) f''(0)`. -/
theorem vwn_eq_vbh_iff (e0 e1 a : ℝ) :
    (∀ z ∈ Set.Icc (-1 : ℝ) 1, vwn e0 e1 a z = vbh e0 e1 z) ↔ a = (e1 - e0) * kappa := by
  constructor
  · intro h
    -- functions that agree near zero have the same curvature there
    have e : vwn e0 e1 a =ᶠ[𝓝 0] vbh e0 e1 := by
      filter_upwards [Icc_mem_nhds (show (-1 : ℝ) < 0 by norm_num) one_pos] with z hz
      exact h z hz
    rw [← (vwn_spec e0 e1 a).2.2.2.deriv_deriv, ← (vbh_spec e0 e1).2.2.deriv_deriv]
    exact e.deriv.deriv_eq
  · intro h z _
    have hA : a / kappa = e1 - e0 := (div_eq_iff constants.2.1.ne').mpr h
    rw [vwn_eq, hA]
    unfold quarticForm vbh
    ring

end SpinInterpolation
```

```lean
#print axioms SpinInterpolation.vwn_unique
#print axioms SpinInterpolation.vwn_eq_vbh_iff
```

```
'SpinInterpolation.vwn_unique' depends on axioms: [propext, Classical.choice, Quot.sound]
'SpinInterpolation.vwn_eq_vbh_iff' depends on axioms: [propext, Classical.choice, Quot.sound]
```

## From the product rule to the coincidence criterion

`HasCurvatureAt.mul_quartic` is the product-rule calculation for a general `F`. It supplies \(G'\) as the required function `g` and differentiates it at zero, where `ring` removes the terms with \(B\). `HasCurvatureAt.deriv_deriv` identifies the curvature with the ordinary second derivative, so a function cannot have two different curvatures at one point.

`constants` proves the identity for \(D\) and the positivity needed for the divisions. In `f_curvature`, the power rule `rpow_const` is used for both derivatives. The first derivative exists at every \(z\) because the exponent \(4/3\) is at least one. For the exponent \(1/3\), the rule needs a nonzero base, and at \(z=0\) both bases are one.

`quarticForm_values` evaluates the family at \(0\) and \(\pm1\), and `vwn_eq` supplies the coefficients \(c,A,B\) found above. Together with the curvature lemma they give `vwn_spec`. In `vwn_unique`, comparing two expressions for the second derivative yields \(A\kappa=a\), and `linarith` then solves the polarised value for \(B\). The reverse direction is `vwn_spec`.

`vbh_spec` treats the von Barth–Hedin form as the member with \(B=0\). For `vwn_eq_vbh_iff`, `Icc_mem_nhds` turns agreement on \([-1,1]\) into agreement near zero, and `e.deriv.deriv_eq` carries that agreement to the second derivatives. The converse substitutes \(a/\kappa=e_1-e_0\) and closes with `ring`.
